# The structure factor of a nearest-neighbour honeycomb lattice with positive hoppings has a zero exactly when each hopping is at most the sum of the other two

Scan the bands of a strained honeycomb lattice on a grid of k-points, and the smallest gap found is almost always nonzero. Strain can move the band touchings away from the corners of the Brillouin zone, so the grid may have stepped over one, or the crystal may have a true gap. Refining the grid may make the number smaller, but a small nonzero value alone does not settle the matter.

For a non-interacting model with one orbital per site, equal on-site energies and positive nearest-neighbour hoppings t₁, t₂, t₃, three inequalities settle it. The bands touch at some real Bloch phases if and only if

t₁ ≤ t₂ + t₃, t₂ ≤ t₁ + t₃, t₃ ≤ t₁ + t₂.

## Real Bloch phases and equal on-site energies

Each site has three neighbours, all on the other sublattice. Taking the phase of the first bond as reference, the hopping terms add up to the structure factor

f(a,b) = t₁ + t₂ exp(ia) + t₃ exp(ib).

Here a and b are the products of the crystal momentum with two independent lattice vectors, so every real pair (a,b) occurs in an infinite crystal. Strain enters only through the hoppings.

In Lean 4 with Mathlib:

```lean
import Mathlib

open Matrix ComplexConjugate

namespace StrainedHoneycomb

noncomputable section

/-- The structure factor of the honeycomb lattice with nearest-neighbour hoppings
`t₁, t₂, t₃`, as a function of the two Bloch phases `a` and `b`. -/
def structureFactor (t₁ t₂ t₃ a b : ℝ) : ℂ :=
  t₁ + t₂ * Complex.exp (a * Complex.I) + t₃ * Complex.exp (b * Complex.I)
```

With the common on-site energy set to zero, the Bloch Hamiltonian has zero diagonal and off-diagonal entries f and its conjugate f*. The file starts from this 2×2 matrix and does not derive it from the lattice.

```lean
/-- The Bloch Hamiltonian on the two sublattices, with equal on-site energies set to zero. -/
def blochHamiltonian (t₁ t₂ t₃ a b : ℝ) : Matrix (Fin 2) (Fin 2) ℂ :=
  !![0, structureFactor t₁ t₂ t₃ a b; conj (structureFactor t₁ t₂ t₃ a b), 0]
```

The energies follow from the characteristic determinant:

det(H − E) = (−E)(−E) − f f* = E² − |f|² = 0, so E = ±|f|.

The bands therefore touch exactly where f = 0. `band_energies` states the formula E = ±|f| for real E. In its proof, `hM` writes out the matrix H − E and `hdet` evaluates its determinant.

```lean
/-- The band energies at given Bloch phases are plus and minus the modulus of the
structure factor. -/
theorem band_energies (t₁ t₂ t₃ a b E : ℝ) :
    (blochHamiltonian t₁ t₂ t₃ a b - (E : ℂ) • (1 : Matrix (Fin 2) (Fin 2) ℂ)).det = 0 ↔
      E = ‖structureFactor t₁ t₂ t₃ a b‖ ∨ E = -‖structureFactor t₁ t₂ t₃ a b‖ := by
  unfold blochHamiltonian
  generalize structureFactor t₁ t₂ t₃ a b = f
  have hf : f * conj f = (‖f‖ : ℂ) ^ 2 := by
    rw [Complex.mul_conj, Complex.normSq_eq_norm_sq, Complex.ofReal_pow]
  have hM : !![0, f; conj f, 0] - (E : ℂ) • (1 : Matrix (Fin 2) (Fin 2) ℂ)
      = !![-(E : ℂ), f; conj f, -(E : ℂ)] := by
    ext i j
    fin_cases i <;> fin_cases j <;> simp
  -- the characteristic determinant is E² - |f|²
  have hdet : (!![-(E : ℂ), f; conj f, -(E : ℂ)]).det = ((E ^ 2 - ‖f‖ ^ 2 : ℝ) : ℂ) := by
    rw [Matrix.det_fin_two_of]
    push_cast
    linear_combination -hf
  rw [hM, hdet, Complex.ofReal_eq_zero, sub_eq_zero, sq_eq_sq_iff_eq_or_eq_neg]
```

Equal on-site energies are what make a zero of f a touching. With energies +m and −m on the two sublattices, the bands are ±√(m² + |f|²), and a gap remains even where f = 0.

Because a and b are real, f = 0 splits into two real equations:

t₁ + t₂ cos a + t₃ cos b = 0
t₂ sin a + t₃ sin b = 0

```lean
/-- The structure factor vanishes exactly when its real and imaginary parts,
written with cosines and sines of the Bloch phases, both vanish. -/
theorem structureFactor_eq_zero_iff (t₁ t₂ t₃ a b : ℝ) :
    structureFactor t₁ t₂ t₃ a b = 0 ↔
      t₁ + t₂ * Real.cos a + t₃ * Real.cos b = 0 ∧
        t₂ * Real.sin a + t₃ * Real.sin b = 0 := by
  simp [structureFactor, Complex.ext_iff, Complex.exp_ofReal_mul_I_re,
    Complex.exp_ofReal_mul_I_im]
```

If complex phases were allowed, as for evanescent waves, positive hoppings would always permit a zero and the inequalities would lose their role.

## A nonnegative t₃ as the length of the third side

Fix a. A zero requires

t₃ exp(ib) = −(t₁ + t₂ exp(ia)).

Taking squared moduli gives a law of cosines:

t₃² = (t₁ + t₂ cos a)² + (t₂ sin a)² = t₁² + t₂² + 2t₁t₂ cos a.

Conversely, suppose this holds and put z = −(t₁ + t₂ exp(ia)). Then |z|² = t₃², and since t₃ ≥ 0, |z| = t₃. Choosing b = arg z gives t₃ exp(ib) = z, hence f = 0.

```lean
/-- Law of cosines for the hoppings: with `t₃` nonnegative and the phase `a` given, a phase `b`
that makes the structure factor vanish exists exactly when `t₁² + t₂² + 2 t₁ t₂ cos a = t₃²`. -/
theorem exists_phase_iff {t₁ t₂ t₃ : ℝ} (h₃ : 0 ≤ t₃) (a : ℝ) :
    (∃ b : ℝ, structureFactor t₁ t₂ t₃ a b = 0) ↔
      t₁ ^ 2 + t₂ ^ 2 + 2 * t₁ * t₂ * Real.cos a = t₃ ^ 2 := by
  have pa := Real.sin_sq_add_cos_sq a
  constructor
  · rintro ⟨b, hb⟩
    obtain ⟨hre, him⟩ := (structureFactor_eq_zero_iff _ _ _ _ _).mp hb
    have pb := Real.sin_sq_add_cos_sq b
    linear_combination (t₁ + t₂ * Real.cos a - t₃ * Real.cos b) * hre
      + (t₂ * Real.sin a - t₃ * Real.sin b) * him - t₂ ^ 2 * pa + t₃ ^ 2 * pb
  · intro h
    -- the third hopping term has to equal z, whose modulus is t₃
    obtain ⟨z, hre, him⟩ : ∃ z : ℂ, z.re = -(t₁ + t₂ * Real.cos a) ∧
        z.im = -(t₂ * Real.sin a) := ⟨⟨_, _⟩, rfl, rfl⟩
    have hsq : ‖z‖ ^ 2 = t₃ ^ 2 := by
      rw [Complex.sq_norm, Complex.normSq_apply, hre, him]
      linear_combination h + t₂ ^ 2 * pa
    have hn : ‖z‖ = t₃ := (sq_eq_sq₀ (norm_nonneg z) h₃).mp hsq
    have hc := Complex.norm_mul_cos_arg z
    have hs := Complex.norm_mul_sin_arg z
    rw [hn, hre] at hc
    rw [hn, him] at hs
    refine ⟨z.arg, (structureFactor_eq_zero_iff _ _ _ _ _).mpr ⟨?_, ?_⟩⟩
    · linear_combination hc
    · linear_combination hs
```

In the forward direction, `linear_combination` multiplies each real equation by the matching difference, which produces differences of squares; the identities `pa` and `pb` (sin² + cos² = 1) then turn their sum into the law of cosines. In the converse, `h₃` is used at `hn`, where equal squares become equal lengths. For negative t₃ the law of cosines would still be the right condition, with b shifted by π; the sign assumption serves this choice of b.

## Positive hoppings and the triangle inequalities

Positive hoppings mean that all three bonds couple the sublattices with the same sign. An overall minus sign in the Hamiltonian would change f to −f and leave its zeros alone.

Suppose a zero exists. Putting −1 ≤ cos a ≤ 1 into the law of cosines gives

(t₁ − t₂)² ≤ t₃² ≤ (t₁ + t₂)².

Since the hoppings are positive, roots can be taken: |t₁ − t₂| ≤ t₃ ≤ t₁ + t₂. These are the three inequalities.

Now suppose the inequalities hold. The cosine needed is

c = (t₃² − t₁² − t₂²) / (2t₁t₂),

and it is admissible because

1 + c = (t₂ + t₃ − t₁)(t₁ + t₃ − t₂) / (2t₁t₂) ≥ 0
1 − c = (t₁ + t₂ − t₃)(t₁ + t₂ + t₃) / (2t₁t₂) ≥ 0.

Set a = arccos c, and the law of cosines supplies b.

```lean
/-- For positive hoppings, the structure factor of the strained honeycomb lattice has a zero
if and only if each hopping is at most the sum of the other two. -/
theorem exists_zero_iff_triangle {t₁ t₂ t₃ : ℝ} (h₁ : 0 < t₁) (h₂ : 0 < t₂) (h₃ : 0 < t₃) :
    (∃ a b : ℝ, structureFactor t₁ t₂ t₃ a b = 0) ↔
      t₁ ≤ t₂ + t₃ ∧ t₂ ≤ t₁ + t₃ ∧ t₃ ≤ t₁ + t₂ := by
  have hp : 0 < t₁ * t₂ := mul_pos h₁ h₂
  constructor
  · rintro ⟨a, hb⟩
    have h := (exists_phase_iff h₃.le a).mp hb
    -- the bounds on cos a confine t₃ between |t₁ - t₂| and t₁ + t₂
    have hlo : (t₁ - t₂) ^ 2 ≤ t₃ ^ 2 := by
      nlinarith [mul_nonneg hp.le (by linarith [Real.neg_one_le_cos a] : 0 ≤ 1 + Real.cos a)]
    have hhi : t₃ ^ 2 ≤ (t₁ + t₂) ^ 2 := by
      nlinarith [mul_nonneg hp.le (by linarith [Real.cos_le_one a] : 0 ≤ 1 - Real.cos a)]
    refine ⟨?_, ?_, ?_⟩ <;> nlinarith
  · rintro ⟨k₁, k₂, k₃⟩
    have hd : 0 < 2 * t₁ * t₂ := by positivity
    -- the triangle inequalities make the required cosine admissible
    have hlo : -1 ≤ (t₃ ^ 2 - t₁ ^ 2 - t₂ ^ 2) / (2 * t₁ * t₂) := by
      rw [le_div_iff₀ hd]
      nlinarith [mul_nonneg (sub_nonneg.mpr k₁) (sub_nonneg.mpr k₂)]
    have hhi : (t₃ ^ 2 - t₁ ^ 2 - t₂ ^ 2) / (2 * t₁ * t₂) ≤ 1 := by
      rw [div_le_iff₀ hd]
      nlinarith [mul_nonneg (sub_nonneg.mpr k₃) (by positivity : 0 ≤ t₁ + t₂ + t₃)]
    refine ⟨Real.arccos ((t₃ ^ 2 - t₁ ^ 2 - t₂ ^ 2) / (2 * t₁ * t₂)),
      (exists_phase_iff h₃.le _).mpr ?_⟩
    rw [Real.cos_arccos hlo hhi, mul_div_cancel₀ _ hd.ne']
    ring
```

The theorem reads: given `h₁`, `h₂`, `h₃`, real a and b with f(a,b) = 0 exist if and only if all three inequalities hold. In both directions `hlo` and `hhi` are the lower and upper bounds just derived, and `nlinarith` is handed the products that prove them. Positivity of t₁ and t₂ also permits the division by 2t₁t₂.

With a negative hopping the equivalence can fail. For t₁ = t₂ = 1 and t₃ = −1 there is a zero at a = 2π/3, b = π/3, yet t₁ ≤ t₂ + t₃ would read 1 ≤ 0. For positive hoppings, if one of the inequalities fails, the longest side cannot be closed by the other two, and the bands stay apart.

Three equal positive hoppings satisfy the inequalities, and a zero can be written down explicitly. At a = 2π/3, b = −2π/3 both cosines are −1/2, so the real part is t − t/2 − t/2 = 0, while the sines cancel. This calculation needs no condition on the sign of t.

```lean
/-- With three equal hoppings, the structure factor vanishes at the Bloch phases
`2π/3` and `-2π/3`. -/
theorem unstrained_zero (t : ℝ) :
    structureFactor t t t (2 * Real.pi / 3) (-(2 * Real.pi / 3)) = 0 := by
  have hc : Real.cos (2 * Real.pi / 3) = -(1 / 2) := by
    rw [show 2 * Real.pi / 3 = Real.pi - Real.pi / 3 by ring, Real.cos_pi_sub,
      Real.cos_pi_div_three]
  rw [structureFactor_eq_zero_iff, Real.cos_neg, Real.sin_neg, hc]
  constructor <;> ring
```

## The critical strain t₁ = t₂ + t₃

Here the first bond is exactly as strong as the other two together. The real part of f = 0 becomes

t₂(1 + cos a) + t₃(1 + cos b) = 0.

Neither term is negative, so both vanish. As t₂ and t₃ are positive, cos a = cos b = −1. Conversely, these cosines force both sines to vanish, and both real equations hold. Up to multiples of 2π, the only touching is at a = b = π.

```lean
/-- At the critical strain `t₁ = t₂ + t₃`, with `t₂` and `t₃` positive, the structure factor
vanishes exactly where both Bloch phases have cosine `-1`. -/
theorem critical_zero_iff {t₂ t₃ : ℝ} (h₂ : 0 < t₂) (h₃ : 0 < t₃) (a b : ℝ) :
    structureFactor (t₂ + t₃) t₂ t₃ a b = 0 ↔ Real.cos a = -1 ∧ Real.cos b = -1 := by
  rw [structureFactor_eq_zero_iff]
  constructor
  · rintro ⟨hre, -⟩
    -- two nonnegative terms add up to zero
    have pa := mul_nonneg h₂.le (by linarith [Real.neg_one_le_cos a] : 0 ≤ 1 + Real.cos a)
    have pb := mul_nonneg h₃.le (by linarith [Real.neg_one_le_cos b] : 0 ≤ 1 + Real.cos b)
    have qa : t₂ * (1 + Real.cos a) = 0 := by linarith
    have qb : t₃ * (1 + Real.cos b) = 0 := by linarith
    have ra := (mul_eq_zero.mp qa).resolve_left h₂.ne'
    have rb := (mul_eq_zero.mp qb).resolve_left h₃.ne'
    constructor <;> linarith
  · rintro ⟨ha, hb⟩
    rw [ha, hb, Real.sin_eq_zero_iff_cos_eq.mpr (Or.inr ha),
      Real.sin_eq_zero_iff_cos_eq.mpr (Or.inr hb)]
    constructor <;> ring
```

The products `qa` and `qb` are the two vanishing terms, and `h₂` and `h₃` allow the hoppings to be cancelled from them. If t₂ were zero, f = t₃(1 + exp(ib)) would vanish at b = π for every a, giving a line of touchings.

## A dominant first bond, t₁ ≥ t₂ + t₃

With t₂ and t₃ nonnegative, the modulus is bounded by the real part:

|f| ≥ t₁ + t₂ cos a + t₃ cos b ≥ t₁ − t₂ − t₃.

At a = b = π, f equals t₁ − t₂ − t₃. This is nonnegative by assumption, so |f| attains the bound. The smallest nonnegative band energy is t₁ − t₂ − t₃, and the gap between the bands is twice that.

```lean
/-- If `t₂` and `t₃` are nonnegative and `t₁` is at least their sum, the smallest nonnegative
band energy over all Bloch phases is `t₁ - t₂ - t₃`. -/
theorem least_band_energy {t₁ t₂ t₃ : ℝ} (h₂ : 0 ≤ t₂) (h₃ : 0 ≤ t₃) (h : t₂ + t₃ ≤ t₁) :
    IsLeast {E : ℝ | 0 ≤ E ∧ ∃ a b : ℝ,
      (blochHamiltonian t₁ t₂ t₃ a b - (E : ℂ) • (1 : Matrix (Fin 2) (Fin 2) ℂ)).det = 0}
      (t₁ - t₂ - t₃) := by
  have h0 : 0 ≤ t₁ - t₂ - t₃ := by linarith
  constructor
  · -- the minimum is attained when both phases equal π
    refine ⟨h0, Real.pi, Real.pi, (band_energies _ _ _ _ _ _).mpr (Or.inl ?_)⟩
    have hπ : structureFactor t₁ t₂ t₃ Real.pi Real.pi = ((t₁ - t₂ - t₃ : ℝ) : ℂ) := by
      rw [structureFactor, Complex.exp_pi_mul_I]
      push_cast
      ring
    rw [hπ, Complex.norm_real, Real.norm_of_nonneg h0]
  · rintro E ⟨hE, a, b, hdet⟩
    -- the modulus is bounded below by the real part
    have hre : (structureFactor t₁ t₂ t₃ a b).re
        = t₁ + t₂ * Real.cos a + t₃ * Real.cos b := by
      simp [structureFactor, Complex.exp_ofReal_mul_I_re]
    have hn := (le_abs_self _).trans (Complex.abs_re_le_norm (structureFactor t₁ t₂ t₃ a b))
    rw [hre] at hn
    have pa := mul_nonneg h₂ (by linarith [Real.neg_one_le_cos a] : 0 ≤ 1 + Real.cos a)
    have pb := mul_nonneg h₃ (by linarith [Real.neg_one_le_cos b] : 0 ≤ 1 + Real.cos b)
    rcases (band_energies _ _ _ _ _ _).mp hdet with hE' | hE' <;> linarith

end

end StrainedHoneycomb
```

`IsLeast` says that the value belongs to the set of nonnegative band energies and that no member lies below it; the two halves of the proof follow that order. Without `h`, the value t₁ − t₂ − t₃ is negative and is not in the set. Without the sign conditions the bound fails: t₁ = 1, t₂ = −1/2, t₃ = 0 would give 3/2, while a = 0 already has energy 1/2.

```lean
#print axioms StrainedHoneycomb.exists_zero_iff_triangle
-- 'StrainedHoneycomb.exists_zero_iff_triangle' depends on axioms: [propext, Classical.choice, Quot.sound]
#print axioms StrainedHoneycomb.unstrained_zero
-- 'StrainedHoneycomb.unstrained_zero' depends on axioms: [propext, Classical.choice, Quot.sound]
#print axioms StrainedHoneycomb.critical_zero_iff
-- 'StrainedHoneycomb.critical_zero_iff' depends on axioms: [propext, Classical.choice, Quot.sound]
#print axioms StrainedHoneycomb.least_band_energy
-- 'StrainedHoneycomb.least_band_energy' depends on axioms: [propext, Classical.choice, Quot.sound]
```

## Locating the touchings in a band-structure code

For this two-band model, a code can test the three inequalities before any k-point scan. If they hold, it computes c, sets a = arccos c, and obtains b from the two-argument arctangent of the imaginary and real parts of −(t₁ + t₂ exp(ia)). Near critical strain, rounding can push c slightly outside [−1, 1], so it should be clipped once the inequalities have been tested. A 2×2 linear system then converts (a,b) to a crystal momentum. The phases (−a,−b) give the other touching, which coincides with the first, up to multiples of 2π, when one of the inequalities is an equality.

For t₁ = 3/2 and t₂ = t₃ = 1, this gives c = −3/4 and a ≈ 2.419, with b = −a. The unstrained value is 2π/3 ≈ 2.094, so a grid chosen to contain the unstrained touching can miss the strained one.
